# The Pople correction is exact for identical, non-interacting two-electron molecules with two configurations

Take $N$ identical, non-interacting two-electron molecules, each with a reference configuration and a doubly excited one that lies $2D>0$ higher. Measure all energies from the reference. If a CID state has energy $E<0$, its Pople-corrected energy is the full-CI ground-state energy:

$$E\,\frac{\sqrt{N^2+N(q^2-1)}-N}{q-1}=N\left(D-\sqrt{D^2+K^2}\right),\qquad q=\frac{1}{2w-1}>1 .$$

Here $K$ couples the two configurations of a molecule, and $w$ is the weight of the reference in the normalised CID wavefunction. In the Pople formula $N$ counts electron pairs, of which each molecule has one.

## Minimal-basis H₂, $N$ times

In minimal-basis H₂ the reference has both electrons in the bonding orbital, and the excited configuration has both in the antibonding orbital. $K$ is the exchange integral between these orbitals. The condition $D>0$ says that the reference is the lower configuration. With energies measured from the reference, each molecule has the matrix

$$\begin{pmatrix}0&K\\K&2D\end{pmatrix}.$$

CID allows at most one excited molecule at a time, whereas for $N\ge2$ and $K\ne0$ the exact state also contains simultaneous excitations. For this non-interacting model, the CID energy therefore grows only as $\sqrt N$ for large $N$, and the Pople correction restores the proportionality to $N$.

## Configurations as sets of excited molecules

A configuration is a set `s : Finset (Fin N)` of excited molecules, and a wavefunction is a real function `ψ` on these $2^N$ sets, not necessarily normalised. `toggle i s` excites or de-excites molecule `i`, and `hamiltonian` is the sum of the molecular Hamiltonians.

- `IsCID D K E ψ` says that `ψ` is nonzero, vanishes on sets with more than one element, and solves the eigenvalue equation projected on the remaining sets.
- `refWeight ψ` is $w$, with the norm divided out. `popleQ` and `popleEnergy` are $q$ and the corrected energy.
- `IsGroundEnergy N D K E` says that `E` is an eigenvalue and a lower bound on every energy expectation value.

The theorem `pople_exact` takes a CID state with $D>0$ and $E<0$. It concludes that $q>1$, that the corrected energy has the value above, and that this value is the ground-state energy. Since $q>1$, neither denominator vanishes.

"Full CI" refers to the space of these $2^N$ configurations. Open-shell and charge-transfer configurations are absent, and $D$ and $K$ are parameters, not computed integrals.

## The full-CI energy

Let $r=\sqrt{D^2+K^2}$. For amplitudes $a$ (reference) and $b$ (excited) of one molecule,

$$(D+r)\left[2Db^2+2Kab-(D-r)(a^2+b^2)\right]=\left(Ka+(D+r)b\right)^2\ge 0,$$

because $(D+r)(D-r)=-K^2$. As $D+r>0$, the bracket is non-negative.

In a wavefunction of the whole system, configurations that differ only on molecule $i$ form pairs $(a,b)$. Summing over pairs bounds the Hamiltonian of molecule $i$ from below by $D-r$, and summing over $i$ gives $N(D-r)$.

The product state with amplitude $t^{|s|}$, where $t=-K/(D+r)$, attains this bound. An unexcited molecule contributes the factor $Kt=D-r$. An excited one requires $2Dt+K=(D-r)t$, which is the definition of $t$.

## CID amplitudes and the reference weight

Write $\psi_0$ for the reference amplitude and $\psi_i$ for the amplitude with molecule $i$ excited. The projected equations are

$$K\sum_i\psi_i=E\psi_0,\qquad 2D\psi_j+K\psi_0=E\psi_j .$$

Since $2D-E>0$, the second gives $\psi_j=c\psi_0$ with $K+(2D-E)c=0$. If $\psi_0$ were zero, the whole wavefunction would vanish, so $\psi_0\neq0$. The first equation then gives $E=NKc$, and the weight is

$$w=\frac{\psi_0^2}{\psi_0^2+Nc^2\psi_0^2}=\frac1{1+Nc^2}.$$

Multiplying $E=NKc$ by $2D-E$ gives $E(2D-E)=-NK^2$. Hence $(D-E)^2=D^2+NK^2$ and, as $D-E>0$, $E=D-\sqrt{D^2+NK^2}$.

## From the weight to the exact energy

Let $y=Nc^2$. Multiplying $K+(2D-E)c=0$ by $Nc$ gives $E+(2D-E)y=0$, which rearranges to

$$D(1+y)=(D-E)(1-y).$$

The left side is positive, so $1-y\ne0$. Since $2w-1=(1-y)/(1+y)$,

$$q=\frac{1+y}{1-y}=\frac{D-E}{D}=1-\frac ED>1 .$$

Then $q^2-1=(E^2-2DE)/D^2=NK^2/D^2$, and the square root in the Pople formula becomes

$$\sqrt{N^2+\frac{N^2K^2}{D^2}}=\frac{Nr}{D}.$$

With $q-1=-E/D$, the corrected energy is

$$E\,\frac{Nr/D-N}{-E/D}=N(D-r).$$

For $N=3$ and $D=K=1$, one finds $E=-1$ and $c=-1/3$. The normalised amplitudes are $\sqrt3/2$ for the reference and $-1/(2\sqrt3)$ for each excited molecule. Thus $w=3/4$, $q=2$, and the corrected energy is $3(1-\sqrt2)\approx-1.243$.

## A CID state with positive energy

Without $E<0$ the result fails. Take $N=2$, $D=K=1$, with normalised amplitudes $1/\sqrt2$ and $-1/\sqrt2$ on the two excited molecules and $0$ on the reference. The couplings to the reference cancel, so this is a CID state with $E=2$. It has $w=0$ and $q=-1$, and the Pople formula returns $0$ instead of $2(1-\sqrt2)\approx-0.83$.

## The Lean file

```lean
import Mathlib

open Finset

namespace PopleCorrection

noncomputable section

variable {N : ℕ}

/-- Moves molecule `i` between its reference and its doubly excited configuration;
`s` is the set of excited molecules. -/
def toggle (i : Fin N) (s : Finset (Fin N)) : Finset (Fin N) :=
  if i ∈ s then s.erase i else insert i s

/-- The Hamiltonian of `N` non-interacting two-configuration molecules, with excitation
energy `2D` and coupling `K` in each, acting on a wavefunction `ψ`. -/
def hamiltonian (D K : ℝ) (ψ : Finset (Fin N) → ℝ) (s : Finset (Fin N)) : ℝ :=
  ∑ i, ((if i ∈ s then 2 * D * ψ s else 0) + K * ψ (toggle i s))

/-- `E` is the full-CI ground-state energy: it is an eigenvalue, and it bounds the
energy expectation value of every wavefunction from below. -/
structure IsGroundEnergy (N : ℕ) (D K E : ℝ) : Prop where
  attained : ∃ ψ : Finset (Fin N) → ℝ, ψ ≠ 0 ∧ ∀ s, hamiltonian D K ψ s = E * ψ s
  bound : ∀ ψ : Finset (Fin N) → ℝ,
    E * ∑ s, ψ s ^ 2 ≤ ∑ s, ψ s * hamiltonian D K ψ s

/-- A CID state of energy `E`: a nonzero wavefunction with at most one molecule excited
that solves the eigenvalue equation projected on such configurations. -/
structure IsCID (D K E : ℝ) (ψ : Finset (Fin N) → ℝ) : Prop where
  nonzero : ψ ≠ 0
  truncated : ∀ s, 1 < s.card → ψ s = 0
  eigen : ∀ s, s.card ≤ 1 → hamiltonian D K ψ s = E * ψ s

/-- The weight of the reference configuration in a nonzero wavefunction. -/
def refWeight (ψ : Finset (Fin N) → ℝ) : ℝ := ψ ∅ ^ 2 / ∑ s, ψ s ^ 2

/-- The Pople parameter `q = 1 / (2w - 1)` for reference weight `w ≠ 1/2`. -/
def popleQ (w : ℝ) : ℝ := 1 / (2 * w - 1)

/-- The Pople-corrected correlation energy of `N` electron pairs, from the CID energy `E`
and the reference weight `w`, for `w ≠ 1/2` and `w ≠ 1`. -/
def popleEnergy (N : ℕ) (E w : ℝ) : ℝ :=
  E * (√((N : ℝ) ^ 2 + N * (popleQ w ^ 2 - 1)) - N) / (popleQ w - 1)

/-- For `D > 0`, the Hamiltonian of a single molecule `i` is bounded from below by
`D - √(D² + K²)` in every wavefunction of the whole system. -/
theorem molecule_bound {D : ℝ} (hD : 0 < D) (K : ℝ) (i : Fin N)
    (ψ : Finset (Fin N) → ℝ) :
    (D - √(D ^ 2 + K ^ 2)) * ∑ s, ψ s ^ 2 ≤
      ∑ s, ψ s * ((if i ∈ s then 2 * D * ψ s else 0) + K * ψ (toggle i s)) := by
  have hr2 := Real.sq_sqrt (show 0 ≤ D ^ 2 + K ^ 2 by positivity)
  have hr0 := Real.sqrt_nonneg (D ^ 2 + K ^ 2)
  set r := √(D ^ 2 + K ^ 2)
  -- the two-level problem, by completing the square
  have pair : ∀ a b : ℝ, (D - r) * (a ^ 2 + b ^ 2) ≤ 2 * D * b ^ 2 + 2 * K * a * b := by
    intro a b
    refine le_of_mul_le_mul_left ?_ (show 0 < D + r by linarith)
    have e : (D + r) * (2 * D * b ^ 2 + 2 * K * a * b) -
        (D + r) * ((D - r) * (a ^ 2 + b ^ 2)) = (K * a + (D + r) * b) ^ 2 := by
      linear_combination a ^ 2 * hr2
    linarith [sq_nonneg (K * a + (D + r) * b)]
  have tt : ∀ s, toggle i (toggle i s) = s := by
    intro s
    by_cases h : i ∈ s
    · have e : toggle i s = s.erase i := if_pos h
      rw [e, toggle, if_neg (by simp), Finset.insert_erase h]
    · have e : toggle i s = insert i s := if_neg h
      rw [e, toggle, if_pos (by simp), Finset.erase_insert h]
  obtain ⟨f, hf⟩ : ∃ f : Finset (Fin N) → ℝ, ∀ s, f s =
      ψ s * ((if i ∈ s then 2 * D * ψ s else 0) + K * ψ (toggle i s)) -
        (D - r) * ψ s ^ 2 := ⟨_, fun _ => rfl⟩
  -- pair each configuration with its partner
  have hsum : ∑ s, f (toggle i s) = ∑ s, f s :=
    Equiv.sum_comp (Function.Involutive.toPerm (toggle i) tt) f
  have hpos : 0 ≤ ∑ s, (f s + f (toggle i s)) := by
    refine Finset.sum_nonneg fun s _ => ?_
    by_cases h : i ∈ s
    · have ht : i ∉ toggle i s := by simp [toggle, h]
      rw [hf, hf, tt, if_pos h, if_neg ht]
      linarith [pair (ψ (toggle i s)) (ψ s)]
    · have ht : i ∈ toggle i s := by simp [toggle, h]
      rw [hf, hf, tt, if_neg h, if_pos ht]
      linarith [pair (ψ s) (ψ (toggle i s))]
  rw [Finset.sum_add_distrib, hsum] at hpos
  simp only [hf, Finset.sum_sub_distrib, ← Finset.mul_sum] at hpos
  linarith

/-- For `D > 0`, the full-CI ground-state energy of `N` molecules is
`N (D - √(D² + K²))`. -/
theorem full_ci_ground (N : ℕ) {D : ℝ} (hD : 0 < D) (K : ℝ) :
    IsGroundEnergy N D K (N * (D - √(D ^ 2 + K ^ 2))) := by
  constructor
  · have hr2 := Real.sq_sqrt (show 0 ≤ D ^ 2 + K ^ 2 by positivity)
    have hr0 := Real.sqrt_nonneg (D ^ 2 + K ^ 2)
    set r := √(D ^ 2 + K ^ 2)
    have hne : D + r ≠ 0 := by linarith
    obtain ⟨t, ht⟩ : ∃ t, (D + r) * t = -K :=
      ⟨-(K * (D + r)⁻¹), by linear_combination (-K) * mul_inv_cancel₀ hne⟩
    have h1 : K * t = D - r :=
      mul_left_cancel₀ hne (by linear_combination K * ht + hr2)
    -- the product of molecular ground states
    refine ⟨fun s => t ^ s.card, fun h => by simpa using congrFun h ∅, fun s => ?_⟩
    have key : ∀ i, (if i ∈ s then 2 * D * t ^ s.card else 0) +
        K * t ^ (toggle i s).card = (D - r) * t ^ s.card := by
      intro i
      by_cases h : i ∈ s
      · rw [if_pos h, toggle, if_pos h, ← Finset.card_erase_add_one h]
        linear_combination t ^ (s.erase i).card * ht
      · rw [if_neg h, toggle, if_neg h, Finset.card_insert_of_notMem h]
        linear_combination t ^ s.card * h1
    calc _ = ∑ _i : Fin N, (D - r) * t ^ s.card := Finset.sum_congr rfl fun i _ => key i
      _ = _ := by
        rw [Finset.sum_const, Finset.card_univ, Fintype.card_fin, nsmul_eq_mul]
        ring
  · intro ψ
    calc _ = ∑ _i : Fin N, (D - √(D ^ 2 + K ^ 2)) * ∑ s, ψ s ^ 2 := by
          rw [Finset.sum_const, Finset.card_univ, Fintype.card_fin, nsmul_eq_mul]
          ring
      _ ≤ _ := Finset.sum_le_sum fun i _ => molecule_bound hD K i ψ
      _ = _ := by
        rw [Finset.sum_comm]
        simp only [hamiltonian, Finset.mul_sum]

/-- A configuration with at most one excited molecule is the reference or a single
excited molecule. -/
theorem small_config {s : Finset (Fin N)} (h : s.card ≤ 1) : s = ∅ ∨ ∃ i, s = {i} := by
  rcases s.eq_empty_or_nonempty with h0 | h0
  · exact Or.inl h0
  · have := Finset.card_pos.2 h0
    exact Or.inr (Finset.card_eq_one.1 (by omega))

/-- The Hamiltonian projected on the reference and on one excited molecule, for a
wavefunction with at most one molecule excited. -/
theorem cid_projection (D K : ℝ) {ψ : Finset (Fin N) → ℝ}
    (htr : ∀ s, 1 < s.card → ψ s = 0) :
    hamiltonian D K ψ ∅ = K * ∑ i, ψ {i} ∧
      ∀ j, hamiltonian D K ψ {j} = 2 * D * ψ {j} + K * ψ ∅ := by
  refine ⟨by simp [hamiltonian, toggle, Finset.mul_sum], fun j => ?_⟩
  rw [hamiltonian, Finset.sum_eq_single j]
  · simp [toggle]
  · intro i _ hij
    have hi : i ∉ ({j} : Finset (Fin N)) := by simpa using hij
    rw [if_neg hi, toggle, if_neg hi,
      htr _ (by rw [Finset.card_insert_of_notMem hi]; simp)]
    simp
  · exact fun h => absurd (Finset.mem_univ j) h

/-- For `D > 0`, a CID state with `E < 0` has one common amplitude `c` relative to the
reference, which obeys the CID equations and fixes the reference weight. -/
theorem cid_amplitudes {D K E : ℝ} {ψ : Finset (Fin N) → ℝ} (h : IsCID D K E ψ)
    (hD : 0 < D) (hE : E < 0) :
    ∃ c, (∀ i, ψ {i} = c * ψ ∅) ∧ E = N * K * c ∧ K + (2 * D - E) * c = 0 ∧
      refWeight ψ = 1 / (1 + N * c ^ 2) := by
  have hx : 2 * D - E ≠ 0 := by linarith
  obtain ⟨p0, p1⟩ := cid_projection D K h.truncated
  obtain ⟨c, hc⟩ : ∃ c, K + (2 * D - E) * c = 0 :=
    ⟨-(K * (2 * D - E)⁻¹), by linear_combination (-K) * mul_inv_cancel₀ hx⟩
  have hs : ∀ i, ψ {i} = c * ψ ∅ := fun i => by
    have e := h.eigen {i} (by simp)
    rw [p1] at e
    exact mul_left_cancel₀ hx (by linear_combination e - ψ ∅ * hc)
  have h0 : ψ ∅ ≠ 0 := by
    intro h0
    refine h.nonzero (funext fun s => ?_)
    rcases Nat.lt_or_ge 1 s.card with h1 | h1
    · exact h.truncated s h1
    · rcases small_config h1 with rfl | ⟨i, rfl⟩
      · exact h0
      · simp [hs, h0]
  have e := h.eigen ∅ (by simp)
  rw [p0] at e
  simp only [hs, Finset.sum_const, Finset.card_univ, Fintype.card_fin, nsmul_eq_mul] at e
  refine ⟨c, hs, mul_right_cancel₀ h0 (by linear_combination -e), hc, ?_⟩
  -- only the reference and the single excited molecules contribute to the norm
  have hn : ∑ s ∈ insert ∅ (Finset.univ.image fun i : Fin N => ({i} : Finset (Fin N))),
      ψ s ^ 2 = ∑ s, ψ s ^ 2 := by
    refine Finset.sum_subset (Finset.subset_univ _) fun s _ hm => ?_
    have h1 : 1 < s.card := by
      by_contra h1
      rcases small_config (not_lt.1 h1) with rfl | ⟨i, rfl⟩ <;> simp at hm
    simp [h.truncated s h1]
  rw [refWeight, ← hn, Finset.sum_insert (by simp),
    Finset.sum_image (fun a _ b _ hab => Finset.singleton_injective hab)]
  simp only [hs, Finset.sum_const, Finset.card_univ, Fintype.card_fin, nsmul_eq_mul]
  rw [div_eq_div_iff (by positivity) (by positivity)]
  ring

/-- For `D > 0`, a negative CID energy of `N` molecules equals `D - √(D² + N K²)`. -/
theorem cid_energy {D K E : ℝ} {ψ : Finset (Fin N) → ℝ} (h : IsCID D K E ψ)
    (hD : 0 < D) (hE : E < 0) : E = D - √(D ^ 2 + N * K ^ 2) := by
  obtain ⟨c, -, h1, h2, -⟩ := cid_amplitudes h hD hE
  have e : D ^ 2 + N * K ^ 2 = (D - E) ^ 2 := by
    linear_combination (2 * D - E) * h1 + N * K * h2
  rw [e, Real.sqrt_sq (by linarith)]
  ring

/-- If the CID equations hold with `D > 0` and `E < 0`, then `q > 1` and the Pople formula
gives `N (D - √(D² + K²))`. -/
theorem pople_formula (N : ℕ) {D K E c : ℝ} (hD : 0 < D) (hE : E < 0)
    (h1 : E = N * K * c) (h2 : K + (2 * D - E) * c = 0) :
    1 < popleQ (1 / (1 + N * c ^ 2)) ∧
      popleEnergy N E (1 / (1 + N * c ^ 2)) = N * (D - √(D ^ 2 + K ^ 2)) := by
  have hy : 0 < 1 + N * c ^ 2 := by positivity
  have hED : E / D * D = E := div_mul_cancel₀ E hD.ne'
  have hneg : E / D < 0 := div_neg_of_neg_of_pos hE hD
  have h4 : D * (1 + N * c ^ 2) = (D - E) * (1 - N * c ^ 2) := by
    linear_combination h1 + N * c * h2
  have hx : 1 - N * c ^ 2 ≠ 0 := by
    intro hx
    rw [hx, mul_zero] at h4
    exact (mul_pos hD hy).ne' h4
  -- the Pople parameter is linear in the CID energy
  have hq : popleQ (1 / (1 + N * c ^ 2)) = 1 - E / D := by
    have hw : 2 * (1 / (1 + N * c ^ 2)) - 1 = (1 - N * c ^ 2) / (1 + N * c ^ 2) := by
      rw [eq_div_iff hy.ne']
      linear_combination 2 * one_div_mul_cancel hy.ne'
    rw [popleQ, hw, one_div_div, div_eq_iff hx]
    exact mul_left_cancel₀ hD.ne' (by linear_combination h4 + (1 - N * c ^ 2) * hED)
  refine ⟨by rw [hq]; linarith, ?_⟩
  have h5 : (1 - E / D) ^ 2 - 1 = N * K ^ 2 / D ^ 2 := by
    rw [eq_div_iff (by positivity)]
    linear_combination -(2 * D - E) * h1 - N * K * h2 + (E / D * D + E - 2 * D) * hED
  have h6 : (N : ℝ) ^ 2 + N * (N * K ^ 2 / D ^ 2) = (N / D) ^ 2 * (D ^ 2 + K ^ 2) := by
    have e : ((N : ℝ) / D) ^ 2 * D ^ 2 = (N : ℝ) ^ 2 := by
      rw [← mul_pow, div_mul_cancel₀ _ hD.ne']
    linear_combination -e
  rw [popleEnergy, hq, h5, h6, Real.sqrt_mul (sq_nonneg _), Real.sqrt_sq (by positivity),
    div_eq_iff (by linarith)]
  linear_combination N * hED

/-- The Pople correction is exact for `N` non-interacting molecules: for `D > 0` and a CID
state with `E < 0`, `q > 1` and the corrected energy is the full-CI ground-state energy
`N (D - √(D² + K²))`. -/
theorem pople_exact {D K E : ℝ} {ψ : Finset (Fin N) → ℝ} (h : IsCID D K E ψ)
    (hD : 0 < D) (hE : E < 0) :
    1 < popleQ (refWeight ψ) ∧
      popleEnergy N E (refWeight ψ) = N * (D - √(D ^ 2 + K ^ 2)) ∧
      IsGroundEnergy N D K (popleEnergy N E (refWeight ψ)) := by
  obtain ⟨c, -, h1, h2, hw⟩ := cid_amplitudes h hD hE
  obtain ⟨hq, he⟩ := pople_formula N hD hE h1 h2
  rw [hw]
  exact ⟨hq, he, he ▸ full_ci_ground N hD K⟩

/-- Three molecules with `D = K = 1` have a CID state of energy `-1`, with unnormalised amplitudes
`1` on the reference and `-1/3` on each excited molecule. -/
theorem pople_exact_witness : IsCID (N := 3) 1 1 (-1)
    (fun s => if s = ∅ then 1 else if s.card = 1 then -1 / 3 else 0) := by
  have htr : ∀ s : Finset (Fin 3), 1 < s.card →
      (if s = ∅ then (1 : ℝ) else if s.card = 1 then -1 / 3 else 0) = 0 := by
    intro s hs
    have h0 : s ≠ ∅ := by
      rintro rfl
      simp at hs
    rw [if_neg h0, if_neg (by omega)]
  obtain ⟨p0, p1⟩ := cid_projection 1 1 htr
  refine ⟨fun h => by simpa using congrFun h ∅, htr, fun s hs => ?_⟩
  rcases small_config hs with rfl | ⟨i, rfl⟩
  · rw [p0]
    norm_num
  · rw [p1]
    norm_num

end

end PopleCorrection
```

```lean
#print axioms PopleCorrection.cid_energy
-- 'PopleCorrection.cid_energy' depends on axioms: [propext, Classical.choice, Quot.sound]
#print axioms PopleCorrection.pople_exact
-- 'PopleCorrection.pople_exact' depends on axioms: [propext, Classical.choice, Quot.sound]
```

## Pairing, projection and algebra in the proof

`molecule_bound` contains the completed square as `pair`. The step `tt` shows that toggling twice restores a configuration, so summing over partners equals summing over configurations. Adding the two sums puts each pair in the form required by `pair`.

`full_ci_ground` supplies the product state for `attained`; its step `key` treats excited and unexcited molecules separately. For `bound` it sums `molecule_bound` over the molecules.

`small_config` lists the configurations that CID keeps, and `cid_projection` evaluates the Hamiltonian on them. `cid_amplitudes` solves the resulting equations, excludes a zero reference amplitude, and reduces the norm to the reference and the single excited molecules. `cid_energy` then eliminates $c$.

`pople_formula` follows the last derivation: `h4` is the relation between $1+y$ and $1-y$, `hq` is $q=1-E/D$, and `h5` and `h6` simplify the radicand. Most of these steps end in `linear_combination`, which checks that the goal follows from the stated multiples of known equations.

`pople_exact` joins the amplitudes, the formula and the full-CI result. `pople_exact_witness` verifies the three-molecule CID state, with reference amplitude $1$ before normalisation.
